# Material loss caps the extinction of passively coupled dipoles at ‖E‖²|χ|²/Im χ

Take one dipole component p with susceptibility χ, Im χ > 0, driven by a field E and by the field gp that it sends back to itself. From p = χ(E + gp),

p = E/(1/χ − g).

A real g carries no power away, as radiation would, but it can cancel the real part of 1/χ. The dipole is then on resonance, and its extinction Im(E*p), the power drawn from the field up to a unit factor, is |E|²|χ|²/Im χ. Only the material loss keeps it finite.

Now I couple hundreds of such dipoles. Each one also feels its neighbours, whose fields may be much stronger than E. Can a clever arrangement push the total extinction above ‖E‖²|χ|²/Im χ, or make the linear system singular at a collective resonance?

## Strong local fields cost absorption

Neither can happen if Im χ > 0 and the coupling matrix G is passive, meaning that (G − Gᴴ)/(2i) is positive semidefinite: the fields the dipoles produce never supply them with net power.

Write ⟨a,b⟩ = Σᵢ aᵢ* bᵢ, F = E + Gp for the local field, and r = |χ|²/Im χ. The system (1/χ − G)p = E is equivalent to p = χF. Let X = Im⟨E,p⟩ be the extinction and S = Im⟨p,Gp⟩ the scattering. Since ⟨p,Gᴴp⟩ = ⟨p,Gp⟩*,

S = ⟨p, [(G − Gᴴ)/(2i)] p⟩ ≥ 0.

Inserting E = F − Gp and ⟨F,p⟩ = χ‖F‖² gives the power balance

X = Im χ ‖F‖² − Im⟨Gp,p⟩ = Im χ ‖F‖² + S ≥ 0.

Because ‖p‖² = |χ|²‖F‖², multiplying by r gives

rX = ‖p‖² + rS.

If E = 0, then X = 0, so p = 0. A square matrix with trivial kernel is invertible, which excludes the singular resonance. For the upper bound, expand a square and insert the balance:

0 ≤ ‖p − irE‖² = ‖p‖² + r²‖E‖² − 2rX = r²‖E‖² − rX − rS.

Hence X ≤ r‖E‖² − S ≤ r‖E‖². Equality forces p = irE. Conversely, a solution of that form makes the square vanish and has ‖p‖² = r²‖E‖², so X = r‖E‖².

Im χ ≥ 0 would not be enough, even with χ ≠ 0: for one component with χ = 1 and G = 1, the matrix 1/χ − G is zero.

## The statement in Lean

In `material_limited_extinction`, `n` is a finite index type, not a number; it labels all Cartesian components of all dipoles. `responseMatrix χ G` is 1/χ − G, and `IsUnit` says that it is invertible. The two inequalities hold for every `E` and every solution `p`.

`intensity` is the plain squared norm, and `materialBound χ` is the factor r, not the full bound. `extinction` and `scattering` omit unit prefactors. The sign Im χ > 0 means absorption for time dependence e^(−iωt).

The response is linear, with one scalar χ for all components, and passivity of G is assumed, not derived from Maxwell's equations. Replacing a continuous body by finitely many dipoles is a separate approximation. For radiating dipoles, the diagonal of G must include each dipole's radiation reaction: with a zero diagonal, the absorptive part has trace zero and is positive semidefinite only if it vanishes. Many discrete-dipole simulations put radiation reaction into the polarizability, which plays the role of χ here; that term has to be moved into G before the theorem is applied. If the resulting χ and G satisfy the hypotheses, the bound holds for any particle shape.

```lean
import Mathlib

open Matrix
open scoped ComplexOrder

namespace MaterialLimitedExtinction

noncomputable section

variable {n : Type*} [Fintype n]

/-- The squared norm of a complex field or dipole vector. -/
def intensity (v : n → ℂ) : ℝ := ∑ i, ‖v i‖ ^ 2

/-- The extinction `Im ⟨E, p⟩` of dipoles `p` driven by the field `E`, without unit prefactors. -/
def extinction (E p : n → ℂ) : ℝ := (star E ⬝ᵥ p).im

/-- The scattering `Im ⟨p, G p⟩` of dipoles `p` coupled by `G`, without unit prefactors. -/
def scattering (G : Matrix n n ℂ) (p : n → ℂ) : ℝ := (star p ⬝ᵥ G *ᵥ p).im

/-- The absorptive part `(G - Gᴴ) / (2i)` of a coupling matrix. -/
def absorptivePart (G : Matrix n n ℂ) : Matrix n n ℂ :=
  (1 / (2 * Complex.I)) • (G - Gᴴ)

/-- The material figure of merit `|χ|² / Im χ`, for `Im χ ≠ 0`. -/
def materialBound (χ : ℂ) : ℝ := ‖χ‖ ^ 2 / χ.im

/-- The matrix `1/χ - G` of the coupled-dipole equations, for `χ ≠ 0`. -/
def responseMatrix [DecidableEq n] (χ : ℂ) (G : Matrix n n ℂ) : Matrix n n ℂ :=
  (1 / χ) • (1 : Matrix n n ℂ) - G

lemma intensity_nonneg (v : n → ℂ) : 0 ≤ intensity v :=
  Finset.sum_nonneg fun i _ => sq_nonneg ‖v i‖

lemma eq_zero_of_intensity {v : n → ℂ} (h : intensity v = 0) : v = 0 := by
  unfold intensity at h
  funext i
  have hi := (Finset.sum_eq_zero_iff_of_nonneg
    (fun i _ => sq_nonneg ‖v i‖)).1 h i (Finset.mem_univ i)
  simpa using hi

lemma intensity_smul (c : ℂ) (v : n → ℂ) :
    intensity (c • v) = ‖c‖ ^ 2 * intensity v := by
  simp only [intensity, Pi.smul_apply, smul_eq_mul, norm_mul, mul_pow, Finset.mul_sum]

/-- The squared distance between the dipoles `p` and the response `i r E`, a quarter period
out of phase with the field, expressed through the extinction. -/
theorem intensity_sub_quadrature (r : ℝ) (E p : n → ℂ) :
    intensity (p - (Complex.I * (r : ℂ)) • E)
      = intensity p + r ^ 2 * intensity E - 2 * r * extinction E p := by
  simp only [intensity, extinction, dotProduct, Complex.im_sum, Finset.mul_sum,
    ← Finset.sum_add_distrib, ← Finset.sum_sub_distrib]
  refine Finset.sum_congr rfl fun i _ => ?_
  simp only [Complex.sq_norm, Complex.normSq_apply, Pi.sub_apply, Pi.smul_apply,
    Pi.star_apply, smul_eq_mul, Complex.star_def, Complex.sub_re, Complex.sub_im,
    Complex.mul_re, Complex.mul_im, Complex.conj_re, Complex.conj_im,
    Complex.ofReal_re, Complex.ofReal_im, Complex.I_re, Complex.I_im]
  ring

/-- If the absorptive part of `G` is positive semidefinite, the scattering is nonnegative. -/
theorem scattering_nonneg {G : Matrix n n ℂ} (hG : (absorptivePart G).PosSemidef)
    (p : n → ℂ) : 0 ≤ scattering G p := by
  have hstar : star p ⬝ᵥ Gᴴ *ᵥ p = star (star p ⬝ᵥ G *ᵥ p) := by
    rw [Matrix.dotProduct_mulVec (star p) Gᴴ p, ← Matrix.star_mulVec]
    apply Matrix.star_dotProduct
  have h := hG.dotProduct_mulVec_nonneg p
  rw [absorptivePart, Matrix.smul_mulVec, Matrix.sub_mulVec, dotProduct_smul,
    dotProduct_sub, hstar] at h
  unfold scattering
  generalize star p ⬝ᵥ G *ᵥ p = z at h ⊢
  -- (z - z*) / (2i) is the imaginary part of z
  have hz : (1 / (2 * Complex.I)) • (z - star z) = (z.im : ℂ) := by
    have hI := Complex.I_ne_zero
    rw [smul_eq_mul, Complex.star_def, Complex.sub_conj]
    push_cast
    field_simp
  rw [hz] at h
  exact_mod_cast h

/-- Power balance: for dipoles `p = χ (E + G p)` induced by the local field, extinction is
the absorption `Im χ ‖E + G p‖²` plus the scattering. -/
theorem power_balance {χ : ℂ} {G : Matrix n n ℂ} {E p : n → ℂ}
    (h : p = χ • (E + G *ᵥ p)) :
    extinction E p = χ.im * intensity (E + G *ᵥ p) + scattering G p := by
  unfold extinction scattering intensity
  generalize G *ᵥ p = q at h ⊢
  simp only [dotProduct, Complex.im_sum, Finset.mul_sum, ← Finset.sum_add_distrib]
  refine Finset.sum_congr rfl fun i _ => ?_
  have hi : p i = χ * (E i + q i) := congrFun h i
  simp only [Pi.star_apply, Pi.add_apply, hi, Complex.sq_norm, Complex.normSq_apply,
    Complex.star_def, Complex.add_re, Complex.add_im, Complex.mul_re, Complex.mul_im,
    Complex.conj_re, Complex.conj_im]
  ring

variable [DecidableEq n]

/-- For `χ ≠ 0`, solving `(1/χ - G) p = E` means that each dipole responds with `χ` to the
local field `E + G p`. -/
theorem response_iff {χ : ℂ} (hχ : χ ≠ 0) (G : Matrix n n ℂ) (E p : n → ℂ) :
    responseMatrix χ G *ᵥ p = E ↔ p = χ • (E + G *ᵥ p) := by
  rw [responseMatrix, Matrix.sub_mulVec, Matrix.smul_mulVec, Matrix.one_mulVec,
    sub_eq_iff_eq_add]
  constructor
  · intro h
    rw [← h, smul_smul, mul_one_div_cancel hχ, one_smul]
  · intro h
    calc (1 / χ) • p = (1 / χ) • (χ • (E + G *ᵥ p)) := congrArg (fun v => (1 / χ) • v) h
      _ = E + G *ᵥ p := by rw [smul_smul, one_div_mul_cancel hχ, one_smul]

lemma ne_zero_of_im {χ : ℂ} (hχ : χ.im ≠ 0) : χ ≠ 0 := by
  rintro rfl
  exact hχ Complex.zero_im

lemma materialBound_pos {χ : ℂ} (hχ : 0 < χ.im) : 0 < materialBound χ :=
  div_pos (pow_pos (norm_pos_iff.2 (ne_zero_of_im hχ.ne')) 2) hχ

/-- The power balance written with the dipole strength `‖p‖²`, for `Im χ ≠ 0` and a solution `p` of
`(1/χ - G) p = E`. -/
theorem dipole_balance {χ : ℂ} (hχ : χ.im ≠ 0) {G : Matrix n n ℂ} {E p : n → ℂ}
    (hp : responseMatrix χ G *ᵥ p = E) :
    materialBound χ * extinction E p
      = intensity p + materialBound χ * scattering G p := by
  have h := (response_iff (ne_zero_of_im hχ) G E p).1 hp
  have hn : intensity p = ‖χ‖ ^ 2 * intensity (E + G *ᵥ p) :=
    (congrArg intensity h).trans (intensity_smul _ _)
  have hr : materialBound χ * χ.im = ‖χ‖ ^ 2 := div_mul_cancel₀ _ hχ
  rw [power_balance h, hn]
  linear_combination intensity (E + G *ᵥ p) * hr

/-- Material-limited extinction: if `Im χ > 0` and the absorptive part of `G` is positive
semidefinite, then `1/χ - G` is invertible and the extinction of its solution lies between
zero and `‖E‖² |χ|² / Im χ`. -/
theorem material_limited_extinction {χ : ℂ} (hχ : 0 < χ.im) {G : Matrix n n ℂ}
    (hG : (absorptivePart G).PosSemidef) :
    IsUnit (responseMatrix χ G) ∧ ∀ E p : n → ℂ, responseMatrix χ G *ᵥ p = E →
      0 ≤ extinction E p ∧ extinction E p ≤ materialBound χ * intensity E := by
  have hr := materialBound_pos hχ
  constructor
  · -- without a driving field the balance leaves no dipoles
    apply Matrix.mulVec_injective_iff_isUnit.1
    intro p q h
    have h0 : responseMatrix χ G *ᵥ (p - q) = 0 := by
      rw [Matrix.mulVec_sub]
      exact sub_eq_zero.2 h
    have hb := dipole_balance hχ.ne' h0
    have hx : extinction 0 (p - q) = 0 := by simp [extinction]
    rw [hx, mul_zero] at hb
    have hs := mul_nonneg hr.le (scattering_nonneg hG (p - q))
    have hi := intensity_nonneg (p - q)
    exact sub_eq_zero.1 (eq_zero_of_intensity (by linarith))
  · intro E p hp
    have hs := scattering_nonneg hG p
    constructor
    · rw [power_balance ((response_iff (ne_zero_of_im hχ.ne') G E p).1 hp)]
      exact add_nonneg (mul_nonneg hχ.le (intensity_nonneg _)) hs
    · -- complete the square around the quadrature response
      have hb := dipole_balance hχ.ne' hp
      have h0 := intensity_nonneg (p - (Complex.I * (materialBound χ : ℂ)) • E)
      rw [intensity_sub_quadrature] at h0
      refine le_of_mul_le_mul_left ?_ hr
      nlinarith [mul_nonneg hr.le hs]

/-- For `Im χ > 0` and positive semidefinite absorptive part of `G`, a solution `p` of
`(1/χ - G) p = E` reaches the extinction bound exactly when `p = i (|χ|² / Im χ) E`. -/
theorem extinction_eq_bound_iff {χ : ℂ} (hχ : 0 < χ.im) {G : Matrix n n ℂ}
    (hG : (absorptivePart G).PosSemidef) {E p : n → ℂ}
    (hp : responseMatrix χ G *ᵥ p = E) :
    extinction E p = materialBound χ * intensity E ↔
      p = (Complex.I * (materialBound χ : ℂ)) • E := by
  have hr := materialBound_pos hχ
  have hb := dipole_balance hχ.ne' hp
  have hs := mul_nonneg hr.le (scattering_nonneg hG p)
  have hsq := intensity_sub_quadrature (materialBound χ) E p
  constructor
  · intro h
    have h0 := intensity_nonneg (p - (Complex.I * (materialBound χ : ℂ)) • E)
    rw [h] at hb hsq
    exact sub_eq_zero.1 (eq_zero_of_intensity (by nlinarith))
  · intro h
    have hz : intensity (p - (Complex.I * (materialBound χ : ℂ)) • E) = 0 := by
      rw [sub_eq_zero.2 h]
      simp [intensity]
    rw [hz] at hsq
    have hi : intensity p = materialBound χ ^ 2 * intensity E := by
      rw [h, intensity_smul, norm_mul, Complex.norm_I, one_mul, Complex.norm_real,
        Real.norm_eq_abs, sq_abs]
    apply mul_left_cancel₀ hr.ne'
    linear_combination (hsq + hi) / 2

/-- Uncoupled dipoles with purely imaginary susceptibility `χ = i a`, `a > 0`, respond with
`p = i a E` and reach the extinction bound for every field. -/
theorem bound_attained {a : ℝ} (ha : 0 < a) (E : n → ℂ) :
    responseMatrix (Complex.I * (a : ℂ)) 0 *ᵥ ((Complex.I * (a : ℂ)) • E) = E ∧
      extinction E ((Complex.I * (a : ℂ)) • E)
        = materialBound (Complex.I * (a : ℂ)) * intensity E := by
  have him : (Complex.I * (a : ℂ)).im = a := by simp
  have hχ : 0 < (Complex.I * (a : ℂ)).im := by rw [him]; exact ha
  have hb : materialBound (Complex.I * (a : ℂ)) = a := by
    rw [materialBound, him, norm_mul, Complex.norm_I, one_mul, Complex.norm_real,
      Real.norm_eq_abs, sq_abs, sq, mul_div_assoc, div_self ha.ne', mul_one]
  have hG : (absorptivePart (0 : Matrix n n ℂ)).PosSemidef := by
    rw [absorptivePart, Matrix.conjTranspose_zero, sub_zero, smul_zero]
    exact Matrix.PosSemidef.zero
  have hp : responseMatrix (Complex.I * (a : ℂ)) 0 *ᵥ ((Complex.I * (a : ℂ)) • E) = E := by
    rw [response_iff (ne_zero_of_im hχ.ne'), Matrix.zero_mulVec, add_zero]
  exact ⟨hp, (extinction_eq_bound_iff hχ hG hp).2 (by rw [hb])⟩

end

end MaterialLimitedExtinction
```

```lean
#print axioms MaterialLimitedExtinction.material_limited_extinction
#print axioms MaterialLimitedExtinction.bound_attained
```

```
'MaterialLimitedExtinction.material_limited_extinction' depends on axioms: [propext, Classical.choice, Quot.sound]
'MaterialLimitedExtinction.bound_attained' depends on axioms: [propext, Classical.choice, Quot.sound]
```

## From the power balance to the bound

`scattering_nonneg` turns the quadratic form of `absorptivePart G` into an imaginary part. `response_iff` passes between the linear system and p = χF. `power_balance` proves the balance component by component, where `ring` checks a real identity in the real and imaginary parts of the variables; `intensity_sub_quadrature` expands the square in the same way. `dipole_balance` multiplies the balance by r.

For invertibility, the main theorem applies `dipole_balance` to the difference of two vectors with the same image, which solves the system with zero field. This gives injectivity, and `Matrix.mulVec_injective_iff_isUnit` converts it to `IsUnit`. For the upper bound, `nlinarith` combines the square, the balance and S ≥ 0, after `le_of_mul_le_mul_left` has reduced the goal to its multiple by r.

`extinction_eq_bound_iff` proves the equality condition from the same square. `bound_attained` gives a case that reaches the bound for every field: uncoupled dipoles, G = 0, with χ = ia and a > 0, for which r = a and p = iaE. Setting G = 0 neglects their radiation.
